# Ever more frequent complete dephasing freezes the populations of a finite quantum system

A two-level system is driven on resonance by a monochromatic field of constant amplitude, and at regular intervals its surroundings wipe out the coherence between the levels. Between wipes it evolves unitarily; in the rotating frame, and within the rotating-wave approximation, its Hamiltonian \(H\) is constant. After each wipe only the populations are left. So, if the run starts without coherence, I can describe all of it as a Markov chain, with jump probabilities \(|\langle i|e^{-ihH}|j\rangle|^2\) for an interval \(h\), in units with \(\hbar=1\).

Now I keep the total time \(t\) fixed and make the wipes more frequent. Each interval gets shorter, but there are more of them, and each is a new chance to jump. In a classical rate equation these two effects balance. Why should the populations freeze here, and does it still hold with many levels, where population can leak along many paths?

## The loss per interval has no linear term

They freeze for any finite, time-independent Hermitian \(H\), because the jump probabilities start with zero slope in \(h\). A rate equation has a nonzero slope there.

Set \(U(h)=e^{-ihH}\) and \(P_{ij}(h)=|U_{ij}(h)|^2\). Since \(H^\dagger=H\), the exponent changes sign under the adjoint, so \(UU^\dagger=U^\dagger U=1\). The diagonals of these identities read

\[
\sum_j P_{ij}=1,\qquad \sum_i P_{ij}=1 ,
\]

so \(P\) is doubly stochastic. If the state is diagonal with populations \(p_j\), one interval followed by a wipe gives

\[
p_i'=\sum_j U_{ij}\,p_j\,\overline{U_{ij}}=\sum_j P_{ij}p_j .
\]

Thus \(k\) cycles multiply \(p\) by \(P^k\).

At \(h=0\) we have \(U_{ij}=\delta_{ij}\) and \(U_{ij}'=-iH_{ij}\), hence

\[
P_{ij}'(0)=2\,\mathrm{Re}\big(\overline{U_{ij}}\,U_{ij}'\big)=2\,\delta_{ij}\,\mathrm{Im}\,H_{ii}=0,
\]

because a Hermitian matrix has a real diagonal. The accumulated one-step loss is a difference quotient:

\[
k\,\big(1-P_{ii}(t/k)\big)=-\frac{P_{ii}(t/k)-P_{ii}(0)}{1/k}\;\longrightarrow\;-t\,P_{ii}'(0)=0 .
\]

Many levels do no harm. Let \(A\) be doubly stochastic, \(\ell=1-A_{ii}\) and \(s_k=(A^k)_{ii}\le 1\). Keeping one term of the matrix product,

\[
s_{k+1}\ge s_kA_{ii}=s_k-s_k\ell\ge s_k-\ell ,
\]

so \(s_k\ge 1-k\ell\) by induction from \(s_0=1\). Row \(i\) of \(A^k\) sums to one, so for \(j\ne i\) we get \((A^k)_{ij}\le 1-s_k\le k\ell\). However many paths there are, every entry of row \(i\) is within \(k\ell\) of the identity. With \(A=P(t/k)\) this bound tends to zero, so \(P(t/k)^k\to 1\).

### A resonant pulse, interrupted

Take \(H=\sigma_x\) and \(t=\pi/2\), which transfers all population if left alone. Then \(P_{11}(h)=\cos^2h\), \(P_{12}(h)=\sin^2h\), and the survival probability is \((P^k)_{11}=\tfrac12\big(1+\cos^k(2t/k)\big)\).

| \(k\) | survival | bound \(k\sin^2(t/k)\) on the deviation |
|---|---|---|
| 1 | 0 | 1 |
| 4 | 0.625 | 0.586 |
| 10 | 0.803 | 0.245 |
| 100 | 0.976 | 0.025 |

### What the Lean theorems say

The finite type `ι` labels the basis in which dephasing acts. `propagator H h` is \(U(h)\), `transition H h` is \(P(h)\), and `dephase` deletes all off-diagonal entries. `cycle` evolves first and dephases afterwards. `populationState p` is the diagonal matrix with entries `p`; these may be any real numbers, so normalised populations are a special case.

`zeno_freezing` states that \(P(t/k)^k\) tends to the identity, entry by entry. `state_freezing` states that a diagonal state put through \(k\) cycles of length \(t/k\) tends to its initial value. Neither gives a rate of convergence.

The Zeno effect is often told as repeated measurement of whether a system is still in its initial state, keeping only the runs that answer yes. Here no outcome is selected, and population that has left may return.

One idealisation to keep in mind is the wipe itself: it is instantaneous and complete, whereas real dephasing takes time and may be partial. For simulation practice, the result warns that a scheme which deletes all coherences at every time step of a finite, constant Hamiltonian suppresses transfer over a fixed total time as the step shrinks, and does not settle on a nonzero transfer rate.

```lean
import Mathlib

open Filter Topology Matrix

namespace ZenoDephasing

noncomputable section

variable {ι : Type*} [Fintype ι] [DecidableEq ι]

/-- The propagator `exp(-ihH)` for evolution during a time `h`, with `ℏ = 1`. -/
def propagator (H : Matrix ι ι ℂ) (h : ℝ) : Matrix ι ι ℂ :=
  NormedSpace.exp (h • ((-Complex.I) • H))

/-- The matrix of squared moduli `|exp(-ihH)_ij|²`; for Hermitian `H` these are the transition
probabilities between basis states. -/
def transition (H : Matrix ι ι ℂ) (h : ℝ) : Matrix ι ι ℝ :=
  Matrix.of fun i j => ‖propagator H h i j‖ ^ 2

/-- Complete dephasing: all coherences are deleted and the populations are kept. -/
def dephase (ρ : Matrix ι ι ℂ) : Matrix ι ι ℂ :=
  Matrix.diagonal fun i => ρ i i

/-- One cycle: evolution with `propagator H h` (unitary for Hermitian `H`), followed by complete
dephasing. -/
def cycle (H : Matrix ι ι ℂ) (h : ℝ) (ρ : Matrix ι ι ℂ) : Matrix ι ι ℂ :=
  dephase (propagator H h * ρ * (propagator H h)ᴴ)

/-- The diagonal matrix with populations `p` and no coherences. -/
def populationState (p : ι → ℝ) : Matrix ι ι ℂ :=
  Matrix.diagonal fun i => (p i : ℂ)

/-- An amplitude times its conjugate is the squared modulus. -/
lemma mul_star_eq (z : ℂ) : z * star z = ((‖z‖ ^ 2 : ℝ) : ℂ) :=
  (Complex.mul_conj z).trans (by rw [Complex.normSq_eq_norm_sq])

/-- Evolution during zero time is the identity. -/
lemma propagator_zero (H : Matrix ι ι ℂ) : propagator H 0 = 1 := by
  rw [propagator, zero_smul, NormedSpace.exp_zero]

/-- The propagator of a Hermitian matrix is unitary. -/
theorem propagator_unitary {H : Matrix ι ι ℂ} (hH : H.IsHermitian) (h : ℝ) :
    propagator H h ∈ Matrix.unitaryGroup ι ℂ := by
  have hs : (h • ((-Complex.I) • H))ᴴ = -(h • ((-Complex.I) • H)) := by
    simp [Matrix.conjTranspose_smul, hH.eq]
  rw [Matrix.mem_unitaryGroup_iff, Matrix.star_eq_conjTranspose, propagator,
    ← Matrix.exp_conjTranspose, hs,
    ← Matrix.exp_add_of_commute _ _ (Commute.refl (h • ((-Complex.I) • H))).neg_right,
    add_neg_cancel, NormedSpace.exp_zero]

/-- For Hermitian `H` the transition probabilities form a doubly stochastic matrix. -/
theorem transition_doublyStochastic {H : Matrix ι ι ℂ} (hH : H.IsHermitian) (h : ℝ) :
    transition H h ∈ doublyStochastic ℝ ι := by
  have hU := propagator_unitary hH h
  rw [mem_doublyStochastic_iff_sum]
  refine ⟨fun i j => sq_nonneg ‖propagator H h i j‖, fun i => ?_, fun j => ?_⟩
  · -- rows: the diagonal of `U U† = 1`
    have h1 := congrFun (congrFun (Matrix.mem_unitaryGroup_iff.1 hU) i) i
    rw [Matrix.star_eq_conjTranspose, Matrix.mul_apply, Matrix.one_apply_eq] at h1
    apply Complex.ofReal_injective
    rw [Complex.ofReal_sum, Complex.ofReal_one, ← h1]
    exact Finset.sum_congr rfl fun j _ => (mul_star_eq (propagator H h i j)).symm
  · -- columns: the diagonal of `U† U = 1`
    have h1 := congrFun (congrFun (Matrix.mem_unitaryGroup_iff'.1 hU) j) j
    rw [Matrix.star_eq_conjTranspose, Matrix.mul_apply, Matrix.one_apply_eq] at h1
    apply Complex.ofReal_injective
    rw [Complex.ofReal_sum, Complex.ofReal_one, ← h1]
    refine Finset.sum_congr rfl fun i _ => ?_
    rw [Matrix.conjTranspose_apply, mul_comm]
    exact (mul_star_eq (propagator H h i j)).symm

/-- After `k` cycles a diagonal state is again diagonal, and its populations have been
multiplied by the `k`-th power of the transition matrix. -/
theorem cycle_iterate (H : Matrix ι ι ℂ) (h : ℝ) (p : ι → ℝ) (k : ℕ) :
    (cycle H h)^[k] (populationState p) = populationState (transition H h ^ k *ᵥ p) := by
  -- a single cycle
  have one_step (q : ι → ℝ) :
      cycle H h (populationState q) = populationState (transition H h *ᵥ q) := by
    refine congrArg Matrix.diagonal (funext fun i => ?_)
    change (propagator H h * Matrix.diagonal (fun j => (q j : ℂ)) * (propagator H h)ᴴ) i i
      = ((∑ j, ‖propagator H h i j‖ ^ 2 * q j : ℝ) : ℂ)
    rw [Matrix.mul_apply, Complex.ofReal_sum]
    refine Finset.sum_congr rfl fun j _ => ?_
    rw [Matrix.mul_diagonal, Matrix.conjTranspose_apply, Complex.ofReal_mul, ← mul_star_eq]
    ring
  induction k with
  | zero => simp
  | succ k ih =>
    rw [Function.iterate_succ_apply', ih, one_step, Matrix.mulVec_mulVec, ← pow_succ']

open scoped Matrix.Norms.Operator in
/-- At time zero each entry of the propagator changes at the rate `-i H_ij`. -/
theorem propagator_deriv (H : Matrix ι ι ℂ) (i j : ι) :
    HasDerivAt (fun h : ℝ => propagator H h i j) (-Complex.I * H i j) 0 := by
  have hd := hasDerivAt_exp_smul_const (𝕂 := ℝ) ((-Complex.I) • H) (0 : ℝ)
  let L : Matrix ι ι ℂ →ₗ[ℝ] ℂ :=
    { toFun := fun M => M i j
      map_add' := fun _ _ => rfl
      map_smul' := fun _ _ => rfl }
  have h := (LinearMap.toContinuousLinearMap L).hasFDerivAt.comp_hasDerivAt (0 : ℝ) hd
  refine h.congr_deriv ?_
  change (NormedSpace.exp ((0 : ℝ) • ((-Complex.I) • H)) * ((-Complex.I) • H)) i j = _
  rw [zero_smul, NormedSpace.exp_zero, one_mul]
  rfl

/-- For Hermitian `H` every transition probability has zero slope at time zero. -/
theorem transition_flat {H : Matrix ι ι ℂ} (hH : H.IsHermitian) (i j : ι) :
    HasDerivAt (fun h : ℝ => transition H h i j) 0 0 := by
  refine (propagator_deriv H i j).norm_sq.congr_deriv ?_
  rcases eq_or_ne i j with rfl | hij
  · -- diagonal entries of `H` are real
    have him : (H i i).im = 0 := Complex.conj_eq_iff_im.1 (hH.apply i i)
    simp [Complex.inner, propagator_zero, him]
  · simp [propagator_zero, Matrix.one_apply_ne hij]

/-- For Hermitian `H`, the one-step loss from state `i` during `t/k`, multiplied by the
number of steps `k`, tends to zero. -/
theorem leakage_tendsto_zero {H : Matrix ι ι ℂ} (hH : H.IsHermitian) (t : ℝ) (i : ι) :
    Tendsto (fun k : ℕ => (k : ℝ) * (1 - transition H (t / k) i i)) atTop (𝓝 0) := by
  have h0 : transition H 0 i i = 1 := by simp [transition, propagator_zero]
  have h1 : HasDerivAt (fun s : ℝ => t * s) t 0 := by
    simpa using (hasDerivAt_id' (0 : ℝ)).const_mul t
  have h2 : HasDerivAt (fun h : ℝ => transition H h i i) 0 (t * 0) := by
    rw [mul_zero]
    exact transition_flat hH i i
  have h3 := hasDerivAt_iff_tendsto_slope_zero.1 (h2.comp (0 : ℝ) h1)
  -- evaluate the difference quotient along the steps `1/k`
  have hk : Tendsto (fun k : ℕ => (k : ℝ)⁻¹) atTop (𝓝[≠] 0) :=
    tendsto_nhdsWithin_iff.2 ⟨tendsto_inv_atTop_zero.comp tendsto_natCast_atTop_atTop,
      (eventually_gt_atTop 0).mono fun k hk => inv_ne_zero (Nat.cast_ne_zero.2 hk.ne')⟩
  have h4 := (h3.comp hk).neg
  rw [zero_mul, neg_zero] at h4
  refine h4.congr fun k => ?_
  simp only [Function.comp_apply, zero_add, mul_zero, inv_inv, smul_eq_mul, h0,
    div_eq_mul_inv]
  ring

/-- For a doubly stochastic `A`, each entry in row `i` of `A^k` differs from that of the
identity by at most `k` times the one-step loss `1 - A_ii`. -/
theorem power_deviation {A : Matrix ι ι ℝ} (hA : A ∈ doublyStochastic ℝ ι) (k : ℕ)
    (i j : ι) : |(A ^ k) i j - (1 : Matrix ι ι ℝ) i j| ≤ k * (1 - A i i) := by
  have hpow (m : ℕ) := mem_doublyStochastic_iff_sum.1 (pow_mem hA m)
  have hA' := mem_doublyStochastic_iff_sum.1 hA
  have hle (m : ℕ) : (A ^ m) i i ≤ 1 := by
    rw [← (hpow m).2.1 i]
    exact Finset.single_le_sum (fun l _ => (hpow m).1 i l) (Finset.mem_univ i)
  have hAle : A i i ≤ 1 := by simpa using hle 1
  -- diagonal entry: keep only the term `l = i` of the matrix product
  have hs : 1 - (k : ℝ) * (1 - A i i) ≤ (A ^ k) i i := by
    induction k with
    | zero => simp
    | succ m ih =>
      have hstep : (A ^ m) i i * A i i ≤ (A ^ (m + 1)) i i := by
        rw [pow_succ, Matrix.mul_apply]
        exact Finset.single_le_sum (f := fun l => (A ^ m) i l * A l i)
          (fun l _ => mul_nonneg ((hpow m).1 i l) (hA'.1 l i)) (Finset.mem_univ i)
      push_cast
      nlinarith [mul_nonneg (sub_nonneg.2 (hle m)) (sub_nonneg.2 hAle)]
  rcases eq_or_ne i j with rfl | hij
  · rw [Matrix.one_apply_eq, abs_le]
    constructor <;> linarith [hle k]
  · -- row `i` sums to one, so entries `i` and `j` together are at most one
    have hpair : (A ^ k) i i + (A ^ k) i j ≤ 1 := by
      rw [← (hpow k).2.1 i, ← Finset.sum_pair (f := fun l => (A ^ k) i l) hij]
      exact Finset.sum_le_sum_of_subset_of_nonneg (Finset.subset_univ _)
        fun l _ _ => (hpow k).1 i l
    rw [Matrix.one_apply_ne hij, sub_zero, abs_of_nonneg ((hpow k).1 i j)]
    linarith

/-- Zeno freezing: for Hermitian `H` and fixed total time `t`, the `k`-th power of the transition
matrix for a time `t/k` tends to the identity as `k` grows. -/
theorem zeno_freezing {H : Matrix ι ι ℂ} (hH : H.IsHermitian) (t : ℝ) :
    Tendsto (fun k : ℕ => transition H (t / k) ^ k) atTop (𝓝 1) := by
  refine tendsto_pi_nhds.2 fun i => tendsto_pi_nhds.2 fun j => ?_
  exact tendsto_sub_nhds_zero_iff.1 (squeeze_zero_norm
    (fun k => power_deviation (transition_doublyStochastic hH (t / k)) k i j)
    (leakage_tendsto_zero hH t i))

/-- For Hermitian `H`, a diagonal state subjected to `k` cycles of evolution during `t/k`
and complete dephasing tends to its initial value as `k` grows. -/
theorem state_freezing {H : Matrix ι ι ℂ} (hH : H.IsHermitian) (t : ℝ) (p : ι → ℝ) :
    Tendsto (fun k : ℕ => (cycle H (t / k))^[k] (populationState p)) atTop
      (𝓝 (populationState p)) := by
  have hc : Continuous fun A : Matrix ι ι ℝ => populationState (A *ᵥ p) :=
    Continuous.matrix_diagonal (continuous_pi fun i => Complex.continuous_ofReal.comp
      ((continuous_apply i).comp (continuous_id.matrix_mulVec continuous_const)))
  have h := (hc.tendsto 1).comp (zeno_freezing hH t)
  simp only [Matrix.one_mulVec] at h
  exact h.congr fun k => (cycle_iterate H (t / k) p k).symm

end

end ZenoDephasing
```

```lean
#print axioms ZenoDephasing.state_freezing
```

```
'ZenoDephasing.state_freezing' depends on axioms: [propext, Classical.choice, Quot.sound]
```

### From the calculation to the code

`propagator_unitary` shows that the exponent's adjoint is its negative, then merges the two commuting exponentials into \(e^0\). `transition_doublyStochastic` reads off the diagonals of \(UU^\dagger=1\) and \(U^\dagger U=1\). `cycle_iterate` proves the single-cycle formula as `one_step` and iterates it by induction; it needs no Hermiticity.

`propagator_deriv` differentiates the matrix exponential and passes the result through the linear map `L` that picks out entry \((i,j)\). `transition_flat` applies the derivative of a squared norm and treats \(i=j\) and \(i\neq j\) separately; the real diagonal of \(H\) enters in the first case. `leakage_tendsto_zero` uses the chain rule for \(s\mapsto P_{ii}(ts)\) and evaluates its difference quotient at \(s=1/k\).

`power_deviation` is the bound for any doubly stochastic \(A\). In its induction, `hstep` keeps the single term of the product, and `nlinarith` receives \((1-s_k)(1-A_{ii})\ge0\), which is the inequality \(s_k\ell\le\ell\) used above. `hpair` is the row-sum argument.

`zeno_freezing` squeezes each entry's deviation between zero and the vanishing leakage. `state_freezing` carries the limit over to density matrices by continuity of \(A\mapsto\) `populationState (A *ᵥ p)`, and `cycle_iterate` identifies the result with the actual cycles.
